# For one-sided exponential disorder, the shift read from the EXAFS phase lies below the mean displacement

## Displacements, average and apparent shift

Let x be the displacement of a neighbouring atom along the bond, measured from a fixed reference distance, and let k be the photoelectron wavenumber. Take a single-scattering EXAFS signal, and neglect the variation with x of the 1/r² factor (r being the interatomic distance) and of the mean-free-path damping. For a density p(x) of displacements, the disorder then enters through the average

A(k) = ∫ p(x) exp(2ikx) dx,

where the factor 2 counts the path out and back. The phase belonging to the reference distance and the scattering phases of the atoms are taken as already removed. Two lengths are then compared:

mean displacement = ∫ p(x) x dx,

apparent shift = arg A(k) / (2k), for k > 0.

Here arg is the principal argument, with values in (−π, π].

The disorder studied here is the one-sided exponential density with parameter s > 0:

p(x) = exp(−x/s)/s for x ≥ 0, and p(x) = 0 for x < 0.

It is an idealised picture of strongly asymmetric disorder: a hard wall at the shortest distance and a tail towards longer ones. The density is postulated, not derived from an interatomic potential.

## For harmonic disorder the phase gives the centre

A harmonic bond in thermal equilibrium has a Gaussian density, with centre m and variance v > 0. Put x = m + y and complete the square:

−y²/(2v) + 2iky = −(y − 2ikv)²/(2v) − 2k²v.

The integrand is entire and decays at both ends, so the contour can be moved back to the real line, where the normalised Gaussian integrates to 1. Hence

A(k) = exp(−2k²v) exp(2ikm).

If 2km lies in (−π, π], the phase is 2km and the apparent shift is exactly m. Outside that interval the principal phase differs from 2km by a nonzero multiple of 2π, and the apparent shift misses m.

## The exponential average and its phase

The exponential density is normalised, and its mean is s:

∫₀^∞ exp(−x/s)/s dx = 1,

∫₀^∞ x exp(−x/s)/s dx = s² Γ(2)/s = s.

In the EXAFS average, damping and oscillation combine into one exponential. Its modulus is exp(−x/s), so the upper limit contributes nothing:

A(k) = (1/s) ∫₀^∞ exp(−(1/s − 2ik)x) dx = (1/s)/(1/s − 2ik) = 1/(1 − 2iks).

Write t = 2ks and θ = arctan t. Then 1/(1 + t²) = cos²θ and t cos θ = sin θ, so

1/(1 − it) = (1 + it)/(1 + t²) = cos θ (cos θ + i sin θ).

Since cos θ > 0 and θ lies in (−π/2, π/2), this is the polar form on the principal branch. The phase is arctan(2ks), and

apparent shift = arctan(2ks)/(2k).

## Underestimate, decrease with k, and the limit at small k

**Underestimate.** For k > 0 the angle θ lies in (0, π/2). There tan has derivative 1 + tan² > 1 and starts from 0, so θ < tan θ = 2ks. Dividing by 2k gives

arctan(2ks)/(2k) < s.

**Decrease.** Let 0 < a < b be two wavenumbers, and set c = b/a > 1 and u = 2as. The function

g(y) = arctan(cy) − c arctan(y)

has g(0) = 0 and, for y > 0,

g′(y) = c/(1 + c²y²) − c/(1 + y²) < 0.

Therefore g(u) < 0, which reads

arctan(2bs) < (b/a) arctan(2as).

Dividing by 2b shows that the apparent shift at b is smaller than at a.

**Limit.** Let F(k) = arctan(2sk)/2. Then F(0) = 0 and F′(k) = s/(1 + 4s²k²), so F′(0) = s. The apparent shift is the difference quotient (F(k) − F(0))/k, and it tends to s as k → 0 from above.

In this one-parameter, single-shell model, the distance read from the principal EXAFS phase at one wavenumber k > 0 and the mean distance of the density are therefore different quantities, and the sign of their difference is known.

## The statement in Lean

`exafsAverage`, `meanDisplacement` and `apparentShift` are defined for an arbitrary function `p : ℝ → ℝ` by the integrals and the quotient above. The symbol `•` is multiplication by a real number. No closed form is built into these definitions: 1/(1 − 2iks) and arctan(2ks) are both proved. `expDensity s` is the exponential on `Ici 0`, the half-line x ≥ 0, extended by zero.

The main theorem, `apparentShift_underestimates`, assumes only `0 < s`. Its first part says that at every k > 0 the apparent shift is strictly less than the mean displacement. Its second part, `StrictAntiOn … (Ioi 0)`, says that the apparent shift decreases strictly on k > 0. `apparentShift_tendsto_mean` gives the limit, with `𝓝[>] 0` standing for k approaching zero from above.

`apparentShift_gaussian` is the harmonic comparison. The variance `v` is a nonnegative real assumed nonzero, and the hypothesis `hm` is the branch condition on 2km. The theorem returns the centre `m` of the Gaussian and does not mention `meanDisplacement`.

The shift is read at one wavenumber at a time. A least-squares fit over a range of k, with amplitude factors, mean free path and several shells, is a different procedure, and the theorems say nothing about the distance it would return.

```lean
import Mathlib

open MeasureTheory Set Filter Topology
open scoped Real NNReal

namespace ExafsDisorder

noncomputable section

/-- The average of the EXAFS factor `exp(2ikx)` over neighbour displacements `x`
with density `p`. -/
def exafsAverage (p : ℝ → ℝ) (k : ℝ) : ℂ :=
  ∫ x : ℝ, p x • Complex.exp (2 * k * x * Complex.I)

/-- The mean displacement for the density `p`. -/
def meanDisplacement (p : ℝ → ℝ) : ℝ := ∫ x : ℝ, p x • x

/-- The shift read from the EXAFS phase: the principal phase of the average divided
by `2k`, for `k ≠ 0`. -/
def apparentShift (p : ℝ → ℝ) (k : ℝ) : ℝ := (exafsAverage p k).arg / (2 * k)

/-- The one-sided exponential density `exp(-x/s)/s` on `x ≥ 0`, zero elsewhere,
for `s > 0`. -/
def expDensity (s : ℝ) : ℝ → ℝ := (Ici 0).indicator fun x => Real.exp (-x / s) / s

/-- An integral weighted with the exponential density runs over positive displacements only. -/
theorem integral_expDensity {E : Type*} [NormedAddCommGroup E] [NormedSpace ℝ E]
    (s : ℝ) (f : ℝ → E) :
    ∫ x : ℝ, expDensity s x • f x = ∫ x in Ioi (0 : ℝ), (Real.exp (-x / s) / s) • f x := by
  rw [← integral_Ici_eq_integral_Ioi, ← integral_indicator measurableSet_Ici]
  congr 1
  funext x
  by_cases h : x ∈ Ici (0 : ℝ)
  · rw [expDensity, indicator_of_mem h, indicator_of_mem h]
  · rw [expDensity, indicator_of_notMem h, indicator_of_notMem h, zero_smul]

/-- For `s > 0` the exponential density is normalised and its mean displacement is `s`. -/
theorem expDensity_moments {s : ℝ} (hs : 0 < s) :
    ∫ x : ℝ, expDensity s x = 1 ∧ meanDisplacement (expDensity s) = s := by
  have hr : 0 < 1 / s := one_div_pos.mpr hs
  constructor
  · have h := Real.integral_rpow_mul_exp_neg_mul_Ioi (a := 1) one_pos hr
    have e := integral_expDensity s (fun _ => (1 : ℝ))
    simp only [smul_eq_mul, mul_one] at e
    have hf : ∀ x : ℝ, Real.exp (-x / s) / s
        = 1 / s * (x ^ ((1 : ℝ) - 1) * Real.exp (-(1 / s * x))) := by
      intro x
      rw [sub_self, Real.rpow_zero, show -(1 / s * x) = -x / s by ring]
      ring
    rw [e]
    simp_rw [hf]
    rw [integral_const_mul, h, Real.Gamma_one, Real.rpow_one]
    field_simp
  · have h := Real.integral_rpow_mul_exp_neg_mul_Ioi (a := 2) two_pos hr
    have hf : ∀ x : ℝ, (Real.exp (-x / s) / s) • x
        = 1 / s * (x ^ ((2 : ℝ) - 1) * Real.exp (-(1 / s * x))) := by
      intro x
      rw [show (2 : ℝ) - 1 = 1 by norm_num, Real.rpow_one,
        show -(1 / s * x) = -x / s by ring, smul_eq_mul]
      ring
    rw [meanDisplacement, integral_expDensity s (fun x => x)]
    simp_rw [hf]
    rw [integral_const_mul, h, Real.Gamma_two, Real.rpow_two]
    field_simp

/-- For `s > 0` the EXAFS average over exponential disorder is `1/(1 - 2iks)`. -/
theorem exafsAverage_exp {s : ℝ} (hs : 0 < s) (k : ℝ) :
    exafsAverage (expDensity s) k = 1 / (1 - 2 * Complex.I * k * s) := by
  have hs' : (s : ℂ) ≠ 0 := by exact_mod_cast hs.ne'
  have hd : (1 - 2 * Complex.I * k * s : ℂ) ≠ 0 := by
    intro h
    have := congrArg Complex.re h
    simp at this
  have hre : (((-(1 / s) : ℝ) : ℂ) + ((2 * k : ℝ) : ℂ) * Complex.I).re < 0 := by
    have h1 : (((-(1 / s) : ℝ) : ℂ) + ((2 * k : ℝ) : ℂ) * Complex.I).re = -(1 / s) := by
      simp
    rw [h1]
    have := one_div_pos.mpr hs
    linarith
  -- damping and oscillation combine into one complex exponential
  have hf : ∀ x : ℝ, (Real.exp (-x / s) / s) • Complex.exp (2 * k * x * Complex.I)
      = (1 / s : ℂ) * Complex.exp
        ((((-(1 / s) : ℝ) : ℂ) + ((2 * k : ℝ) : ℂ) * Complex.I) * x) := by
    intro x
    rw [Complex.real_smul]
    push_cast
    rw [div_mul_eq_mul_div, ← Complex.exp_add, one_div_mul_eq_div]
    congr 2
    ring
  have ha : ((-(1 / s) : ℝ) : ℂ) + ((2 * k : ℝ) : ℂ) * Complex.I
      = -(1 - 2 * Complex.I * k * s) / s := by
    push_cast
    field_simp
    ring
  rw [exafsAverage, integral_expDensity]
  simp_rw [hf]
  rw [integral_const_mul, integral_exp_mul_complex_Ioi hre, ha, Complex.ofReal_zero,
    mul_zero, Complex.exp_zero]
  field_simp

/-- For `s > 0` the phase of the EXAFS average over exponential disorder is `arctan(2ks)`. -/
theorem phase_exp {s : ℝ} (hs : 0 < s) (k : ℝ) :
    (exafsAverage (expDensity s) k).arg = Real.arctan (2 * k * s) := by
  have hd : (1 - 2 * Complex.I * k * s : ℂ) ≠ 0 := by
    intro h
    have := congrArg Complex.re h
    simp at this
  have hc := Real.cos_arctan_pos (2 * k * s)
  have hsin := Real.tan_arctan (2 * k * s)
  rw [Real.tan_eq_sin_div_cos, div_eq_iff hc.ne'] at hsin
  have hc2 : Real.cos (Real.arctan (2 * k * s)) ^ 2 * (1 + (2 * k * s) ^ 2) = 1 := by
    rw [Real.cos_sq_arctan]
    exact one_div_mul_cancel (by positivity)
  -- polar form, with modulus equal to the cosine of the phase
  have key : 1 / (1 - 2 * Complex.I * k * s)
      = (Real.cos (Real.arctan (2 * k * s)) : ℂ) *
        (Complex.cos (Real.arctan (2 * k * s) : ℝ)
          + Complex.sin (Real.arctan (2 * k * s) : ℝ) * Complex.I) := by
    rw [← Complex.ofReal_cos, ← Complex.ofReal_sin, hsin, div_eq_iff hd]
    generalize Real.cos (Real.arctan (2 * k * s)) = c at hc2 ⊢
    have h3 : (c : ℂ) ^ 2 * (1 + (2 * k * s) ^ 2) = 1 := by exact_mod_cast hc2
    push_cast
    linear_combination -h3 + (c : ℂ) ^ 2 * (2 * k * s) ^ 2 * Complex.I_sq
  rw [exafsAverage_exp hs, key]
  refine Complex.arg_mul_cos_add_sin_mul_I hc ⟨?_, ?_⟩
  · linarith [Real.neg_pi_div_two_lt_arctan (2 * k * s), Real.pi_pos]
  · linarith [Real.arctan_lt_pi_div_two (2 * k * s), Real.pi_pos]

/-- Stretching a positive argument by `c > 1` raises the arctangent by less than
the factor `c`. -/
theorem arctan_mul_lt {c u : ℝ} (hc : 1 < c) (hu : 0 < u) :
    Real.arctan (c * u) < c * Real.arctan u := by
  have hder : ∀ x : ℝ, HasDerivAt (fun y => Real.arctan (c * y) - c * Real.arctan y)
      (1 / (1 + (c * x) ^ 2) * (c * 1) - c * (1 / (1 + x ^ 2))) x := fun x =>
    (((hasDerivAt_id' x).const_mul c).arctan).fun_sub ((Real.hasDerivAt_arctan x).const_mul c)
  have hanti : StrictAntiOn (fun y => Real.arctan (c * y) - c * Real.arctan y) (Ici 0) := by
    refine strictAntiOn_of_deriv_neg (convex_Ici 0)
      (fun x _ => (hder x).continuousAt.continuousWithinAt) fun x hx => ?_
    rw [interior_Ici] at hx
    have hx0 : 0 < x := hx
    rw [(hder x).deriv]
    have h1 : x < c * x := by nlinarith
    have h2 : 1 + x ^ 2 < 1 + (c * x) ^ 2 := by nlinarith
    have h3 := one_div_lt_one_div_of_lt (by positivity) h2
    nlinarith
  have h := hanti (mem_Ici.mpr le_rfl) (mem_Ici.mpr hu.le) hu
  simp only [mul_zero, Real.arctan_zero, sub_zero] at h
  linarith

/-- For exponential disorder with `s > 0`, the apparent shift is strictly below the mean
displacement at every `k > 0`, and it decreases strictly with `k` on `k > 0`. -/
theorem apparentShift_underestimates {s : ℝ} (hs : 0 < s) :
    (∀ k, 0 < k → apparentShift (expDensity s) k < meanDisplacement (expDensity s)) ∧
      StrictAntiOn (apparentShift (expDensity s)) (Ioi 0) := by
  constructor
  · intro k hk
    have ht : 0 < 2 * k * s := by positivity
    -- a positive angle is smaller than its tangent
    have h := Real.lt_tan (Real.arctan_pos.mpr ht) (Real.arctan_lt_pi_div_two _)
    rw [Real.tan_arctan] at h
    rw [(expDensity_moments hs).2, apparentShift, phase_exp hs, div_lt_iff₀ (by positivity)]
    linarith
  · intro a ha b hb hab
    have ha0 : 0 < a := ha
    have hb0 : 0 < b := hb
    have h := arctan_mul_lt ((one_lt_div ha0).mpr hab) (show 0 < 2 * a * s by positivity)
    rw [show b / a * (2 * a * s) = 2 * b * s by field_simp, div_mul_eq_mul_div,
      lt_div_iff₀ ha0] at h
    rw [apparentShift, apparentShift, phase_exp hs, phase_exp hs,
      div_lt_div_iff₀ (by positivity) (by positivity)]
    linarith

/-- For exponential disorder with `s > 0`, the apparent shift tends to the mean displacement
as `k` tends to zero from above. -/
theorem apparentShift_tendsto_mean {s : ℝ} (hs : 0 < s) :
    Tendsto (apparentShift (expDensity s)) (𝓝[>] 0)
      (𝓝 (meanDisplacement (expDensity s))) := by
  have hd : HasDerivAt (fun k : ℝ => Real.arctan (2 * s * k) / 2) s 0 := by
    have h := (((hasDerivAt_id' (0 : ℝ)).const_mul (2 * s)).arctan).div_const 2
    refine h.congr_deriv ?_
    norm_num
  rw [(expDensity_moments hs).2]
  refine hd.tendsto_slope_zero_right.congr fun k => ?_
  rw [apparentShift, phase_exp hs, zero_add, mul_zero, Real.arctan_zero, zero_div, sub_zero,
    smul_eq_mul, show 2 * s * k = 2 * k * s by ring, ← div_div, div_eq_inv_mul _ k]

/-- For harmonic disorder, a Gaussian density centred at `m` with nonzero variance, the
apparent shift at `k > 0` is exactly `m`, provided `2km` lies in `(-π, π]`. -/
theorem apparentShift_gaussian (m : ℝ) {v : ℝ≥0} (hv : v ≠ 0) {k : ℝ} (hk : 0 < k)
    (hm : 2 * k * m ∈ Ioc (-π) π) :
    apparentShift (ProbabilityTheory.gaussianPDFReal m v) k = m := by
  have havg : exafsAverage (ProbabilityTheory.gaussianPDFReal m v) k
      = Complex.exp (((-(v * (2 * k) ^ 2 / 2) : ℝ) : ℂ)
        + ((2 * k * m : ℝ) : ℂ) * Complex.I) := by
    have h := ProbabilityTheory.charFun_gaussianReal (μ := m) (v := v) (2 * k)
    rw [charFun_apply_real, ProbabilityTheory.integral_gaussianReal_eq_integral_smul hv] at h
    push_cast at h
    rw [exafsAverage, h]
    congr 1
    push_cast
    ring
  have him : (((-(v * (2 * k) ^ 2 / 2) : ℝ) : ℂ)
      + ((2 * k * m : ℝ) : ℂ) * Complex.I).im = 2 * k * m := by
    simp only [Complex.add_im, Complex.mul_im, Complex.ofReal_im, Complex.ofReal_re,
      Complex.I_re, Complex.I_im]
    ring
  -- on the principal branch the phase is the imaginary part of the exponent
  rw [apparentShift, havg, ← Complex.log_im,
    Complex.log_exp (by rw [him]; exact hm.1) (by rw [him]; exact hm.2), him]
  field_simp

end

end ExafsDisorder
```

```lean
#print axioms ExafsDisorder.apparentShift_underestimates
#print axioms ExafsDisorder.apparentShift_tendsto_mean
#print axioms ExafsDisorder.apparentShift_gaussian
```

```
'ExafsDisorder.apparentShift_underestimates' depends on axioms: [propext, Classical.choice, Quot.sound]
'ExafsDisorder.apparentShift_tendsto_mean' depends on axioms: [propext, Classical.choice, Quot.sound]
'ExafsDisorder.apparentShift_gaussian' depends on axioms: [propext, Classical.choice, Quot.sound]
```

## From the density to the phase

`integral_expDensity` replaces an integral over the whole line, weighted with the exponential density, by one over x > 0. The single point x = 0 has no weight. The lemma allows values in any real normed space, so it serves both the real moments and the complex average.

`expDensity_moments` brings each integrand, apart from a constant factor 1/s, into the form of a power of x times exp(−x/s), and applies Mathlib's Gamma integral, with power 0 for the normalisation and power 1 for the mean. The argument named `a` in the code is this power plus one.

`exafsAverage_exp` follows the calculation of A(k). The step `hf` merges the two exponentials, `hre` checks that the coefficient of x in the combined exponent has negative real part, and `integral_exp_mul_complex_Ioi` evaluates the integral. The step `ha` rewrites that coefficient as −(1 − 2iks)/s, which leads to the stated fraction. The result holds for every real k.

`phase_exp` proves the polar form as `key`. It replaces sin θ by 2ks cos θ and uses cos²θ (1 + (2ks)²) = 1; `linear_combination` then closes the algebra with i² = −1. The lemma `Complex.arg_mul_cos_add_sin_mul_I` reads off the argument once the modulus is known to be positive and the angle to lie in (−π, π].

## From the phase to the inequalities

`arctan_mul_lt` is the argument with g. The derivative is recorded in `hder`, and `strictAntiOn_of_deriv_neg` turns its negative sign into strict decrease on y ≥ 0. That lemma asks for the sign only in the interior, which is what is needed, because g′(0) = 0. Comparing the values at 0 and u gives the inequality.

In `apparentShift_underestimates`, the first part applies `Real.lt_tan` to the angle arctan(2ks) and clears the denominator 2k. The second part uses `arctan_mul_lt` with c = b/a and u = 2as, then compares the two fractions by cross-multiplication.

`apparentShift_tendsto_mean` establishes the derivative of F at zero as `hd`. The lemma `tendsto_slope_zero_right` converts it into a one-sided limit of difference quotients, and the remaining lines identify that quotient with the apparent shift.

`apparentShift_gaussian` takes the Gaussian integral from Mathlib instead of moving a contour: the average is the characteristic function of the Gaussian at 2k. The step `him` finds the imaginary part of the exponent, 2km. Under the branch condition, `Complex.log_exp` says that the logarithm undoes the exponential, so the phase equals that imaginary part, and division by 2k leaves m.
